# No nonzero continuous spinor of compact support has purely positive energy: the massive Dirac equation in one dimension

Let \(m>0\), and let \(f,g\) be entire functions with

\[
m f(p)+p\,g(p)=\sqrt{p^2+m^2}\,f(p)\qquad\text{for every real }p .
\]

Then \(f=g=0\). Consequently, a continuous, compactly supported spinor of a free particle of mass \(m\) in one dimension cannot consist of positive energies alone unless it vanishes. The same holds for negative energies. A strictly localized initial packet in this free one-dimensional model therefore contains both signs of the energy, and the interference between them is what Zitterbewegung consists of.

## The branch point of the energy

In units \(\hbar=c=1\), the Hamiltonian at momentum \(p\) is

\[
H(p)=\begin{pmatrix} m & p\\ p & -m\end{pmatrix},\qquad H(p)^2=(p^2+m^2)\,\mathbb 1 ,
\]

and its trace is zero, so its eigenvalues are \(\pm E(p)\) with \(E(p)=\sqrt{p^2+m^2}\). The displayed condition is the first row of \(H(p)(f,g)^T=E(p)(f,g)^T\). The argument works equally well if the sign of the energy varies with momentum, so let \(s(p)=\pm1\) be arbitrary, let \(m\neq0\), and assume \(mf+pg=s(p)E(p)f\) on the real axis.

Squaring removes both the sign and the root:

\[
\bigl(mf(p)+p\,g(p)\bigr)^2=(p^2+m^2)\,f(p)^2 .
\]

Both sides are entire functions of \(p\). Since they agree on the real axis, they agree at every complex \(z\). Write \(F(z)=mf(z)+z\,g(z)\), so that

\[
F(z)^2=(z-im)(z+im)\,f(z)^2 .
\]

At \(z=im\) the factor \(z+im\) equals \(2im\neq0\), so \(z^2+m^2\) has a simple zero there. Suppose \(f\) is not identically zero. Then it vanishes at \(im\) to some finite order \(a\ge0\), and the right side vanishes to order \(2a+1\). The left side has order \(2b\), where \(b\) is the order of \(F\), or is identically zero. Neither is possible, so \(f=0\). The condition reduces to \(p\,g(p)=0\), hence \(g(p)=0\) for real \(p\neq0\), and \(g=0\) by the identity theorem.

## From amplitudes back to wave functions

For a continuous, compactly supported \(u\), define the amplitude

\[
\tilde u(z)=\int e^{-izx}u(x)\,dx ,\qquad z\in\mathbb C .
\]

For \(|w-z|<1\) the \(w\)-derivative of the integrand is bounded by

\[
\bigl|-ix\,e^{-iwx}u(x)\bigr|\le |x|\,e^{(|z|+1)|x|}\,|u(x)| ,
\]

which is integrable because \(u\) has compact support. Differentiation under the integral is therefore allowed, and \(\tilde u\) is entire.

If a spinor \((u,v)\) has a definite energy sign at each momentum, then \(f=\tilde u\) and \(g=\tilde v\) satisfy the condition above and vanish. Fourier inversion,

\[
u(x)=\frac1{2\pi}\int e^{ipx}\,\tilde u(p)\,dp ,
\]

gives \(u=0\), and likewise \(v=0\).

## Hamiltonian, energy and amplitude in Lean

```lean
import Mathlib

open Complex MeasureTheory Filter Topology FourierTransform Matrix

namespace DiracLocalization

noncomputable section

/-- The free Dirac Hamiltonian in one dimension at momentum `p`, for mass `m`. -/
def diracH (m p : ℝ) : Matrix (Fin 2) (Fin 2) ℂ := !![(m : ℂ), (p : ℂ); (p : ℂ), -(m : ℂ)]
```

The momentum `p` and mass `m` are real, while the matrix entries are complex.

```lean
/-- The relativistic energy `√(p² + m²)`. -/
def energy (m p : ℝ) : ℝ := Real.sqrt (p ^ 2 + m ^ 2)

/-- The momentum amplitude `∫ exp(-i z x) u(x) dx` of a wave function `u`,
written for complex momentum `z`. -/
def momentumAmplitude (u : ℝ → ℂ) (z : ℂ) : ℂ :=
  ∫ x : ℝ, Complex.exp (-(I * z * x)) * u x
```

The argument `z` is complex from the start, so for continuous, compactly supported `u` the same formula also gives the analytic continuation from real momenta. No factor \(1/\sqrt{2\pi}\) is included; the energy condition is linear, so the normalization does not affect it.

```lean
/-- The square of the energy is `p² + m²`. -/
theorem energy_sq (m p : ℝ) : energy m p ^ 2 = p ^ 2 + m ^ 2 :=
  Real.sq_sqrt (by positivity)
```

The next theorem shows that positive energy is no obstacle at any single momentum.

```lean
/-- For positive mass, `(E + m, p)` is a nonzero spinor of positive energy `E` at momentum `p`. -/
theorem positive_energy_spinor {m : ℝ} (hm : 0 < m) (p : ℝ) :
    diracH m p *ᵥ ![((energy m p + m : ℝ) : ℂ), (p : ℂ)] =
      (energy m p : ℂ) • ![((energy m p + m : ℝ) : ℂ), (p : ℂ)] ∧
    ![((energy m p + m : ℝ) : ℂ), (p : ℂ)] ≠ 0 := by
  have hE : (energy m p : ℂ) ^ 2 = (p : ℂ) ^ 2 + (m : ℂ) ^ 2 := by
    exact_mod_cast energy_sq m p
  constructor
  · ext i
    fin_cases i
    · simp [diracH, Matrix.mulVec, dotProduct, Fin.sum_univ_two]
      linear_combination -hE
    · simp [diracH, Matrix.mulVec, dotProduct, Fin.sum_univ_two]
      ring
  · intro h
    have h0 : ((energy m p + m : ℝ) : ℂ) = 0 := congrFun h 0
    have h1 : energy m p + m = 0 := by exact_mod_cast h0
    have h2 : 0 ≤ energy m p := Real.sqrt_nonneg _
    linarith
```

The first row requires \(m(E+m)+p^2=E(E+m)\), which is \(E^2=p^2+m^2\) again; this is the `linear_combination` step. The second row is an identity. The spinor is nonzero because \(E+m>0\), and its normalized form is \((E+m,\,p)/\sqrt{2E(E+m)}\).

This spinor also shows what fails without analyticity. The functions \(f=E+m\) and \(g=p\) satisfy the condition at every real \(p\), and \(g\) is entire, yet neither is the zero function. The requirement that \(f\) be entire therefore cannot simply be dropped.

## Identity theorem and orders of vanishing

```lean
/-- Two entire functions that agree at all nonzero real momenta are equal. -/
theorem entire_eq_of_real {F G : ℂ → ℂ} (hF : Differentiable ℂ F) (hG : Differentiable ℂ G)
    (h : ∀ p : ℝ, p ≠ 0 → F p = G p) : F = G := by
  have ht : Tendsto (fun p : ℝ => (p : ℂ)) (𝓝[≠] 0) (𝓝[≠] 0) := by
    refine tendsto_nhdsWithin_iff.2
      ⟨(continuous_ofReal.tendsto' 0 0 ofReal_zero).mono_left nhdsWithin_le_nhds, ?_⟩
    filter_upwards [self_mem_nhdsWithin] with p hp
    exact ofReal_ne_zero.2 hp
  have he : ∀ᶠ p : ℝ in 𝓝[≠] 0, F p = G p := by
    filter_upwards [self_mem_nhdsWithin] with p hp
    exact h p hp
  exact AnalyticOnNhd.eq_of_frequently_eq (fun z _ => hF.analyticAt z)
    (fun z _ => hG.analyticAt z) (ht.frequently he.frequently)
```

`Differentiable ℂ F` says that `F` is entire. The nonzero real numbers accumulate at \(0\), which is recorded in `ht`, and Mathlib's identity theorem does the rest. Leaving out \(p=0\) is what later allows division by \(p\).

```lean
/-- For nonzero mass, entire functions with `F² = (z² + m²) f²` exist only with `f = 0`:
the energy has a branch point at `z = i m`. -/
theorem branch_point_obstruction {m : ℝ} (hm : m ≠ 0) {F f : ℂ → ℂ}
    (hF : Differentiable ℂ F) (hf : Differentiable ℂ f)
    (h : ∀ z, F z ^ 2 = (z ^ 2 + (m : ℂ) ^ 2) * f z ^ 2) : f = 0 := by
  have hq : AnalyticAt ℂ (fun z : ℂ => z ^ 2 + (m : ℂ) ^ 2) (I * m) :=
    Differentiable.analyticAt (by fun_prop) _
  -- `z² + m²` has a simple zero at `i m`
  have hq1 : analyticOrderAt (fun z : ℂ => z ^ 2 + (m : ℂ) ^ 2) (I * m) = (1 : ℕ) := by
    refine hq.analyticOrderAt_eq_natCast.2 ⟨fun z => z + I * m,
      Differentiable.analyticAt (by fun_prop) _, ?_, Eventually.of_forall fun z => ?_⟩
    · have h2 : I * (m : ℂ) + I * m = 2 * (I * m) := by ring
      show I * (m : ℂ) + I * m ≠ 0
      rw [h2]
      exact mul_ne_zero two_ne_zero (mul_ne_zero I_ne_zero (ofReal_ne_zero.2 hm))
    · show z ^ 2 + (m : ℂ) ^ 2 = (z - I * m) ^ 1 • (z + I * m)
      rw [smul_eq_mul]
      linear_combination (m : ℂ) ^ 2 * I_sq
  have key : F ^ 2 = (fun z : ℂ => z ^ 2 + (m : ℂ) ^ 2) * f ^ 2 := funext h
  have hfa := hf.analyticAt (I * m)
  -- compare the orders of vanishing: even on the left, odd on the right
  have e : 2 • analyticOrderAt F (I * m) = (1 : ℕ) + 2 • analyticOrderAt f (I * m) := by
    rw [← analyticOrderAt_pow (hF.analyticAt (I * m)) 2, key,
      analyticOrderAt_mul hq (hfa.pow 2), analyticOrderAt_pow hfa, hq1]
  rw [two_nsmul, two_nsmul] at e
  have htop : analyticOrderAt f (I * m) = ⊤ := by
    by_contra hne
    obtain ⟨a, ha⟩ := ENat.ne_top_iff_exists.1 hne
    rw [← ha] at e
    by_cases hFt : analyticOrderAt F (I * m) = ⊤
    · rw [hFt, top_add] at e
      exact ENat.natCast_ne_top (1 + (a + a)) (by push_cast; exact_mod_cast e.symm)
    · obtain ⟨b, hb⟩ := ENat.ne_top_iff_exists.1 hFt
      rw [← hb] at e
      have e' : b + b = 1 + (a + a) := by exact_mod_cast e
      omega
  exact AnalyticOnNhd.eq_of_eventuallyEq (fun z _ => hf.analyticAt z)
    (fun z _ => analyticAt_const) (analyticOrderAt_eq_top.1 htop)
```

Here `analyticOrderAt` is the order of vanishing, with value `⊤` when the function is zero in a neighbourhood. The step `hq1` establishes the simple zero through the factorization \((z-im)(z+im)\). The equation `e` reads \(2\,\mathrm{ord}F=1+2\,\mathrm{ord}f\) at \(im\). If the order of \(f\) were finite, an infinite order of \(F\) would contradict `e` at once, and a finite one would make an even number odd, which `omega` refutes. Hence \(f\) vanishes near \(im\), and so everywhere.

This lemma leads to a neighbouring result for the relativistic energy operator \(\sqrt{-d^2/dx^2+m^2}\) with \(m\neq0\). If \(\varphi\) and \(\chi\) are continuous with compact support and \(\tilde\chi(p)=E(p)\tilde\varphi(p)\) for all real \(p\), then \(\tilde\chi^2=(z^2+m^2)\tilde\varphi^2\) on the whole plane, so \(\varphi=0\) and then \(\chi=0\). Writing this out in Lean is left as an exercise.

## Vanishing of the entire amplitudes

```lean
/-- For nonzero mass, entire `f`, `g` with `m f + p g = ± √(p² + m²) f` at every real `p`
both vanish, however the sign `s p` is chosen at each momentum. -/
theorem entire_amplitudes_vanish {m : ℝ} (hm : m ≠ 0) {f g : ℂ → ℂ}
    (hf : Differentiable ℂ f) (hg : Differentiable ℂ g)
    (s : ℝ → ℝ) (hs : ∀ p, s p = 1 ∨ s p = -1)
    (h : ∀ p : ℝ, m * f p + p * g p = s p * energy m p * f p) : f = 0 ∧ g = 0 := by
  -- squaring removes both the root and the sign
  have hsq : (fun z => (m * f z + z * g z) ^ 2) =
      fun z => (z ^ 2 + (m : ℂ) ^ 2) * f z ^ 2 := by
    refine entire_eq_of_real (by fun_prop) (by fun_prop) fun p _ => ?_
    have hE : (energy m p : ℂ) ^ 2 = (p : ℂ) ^ 2 + (m : ℂ) ^ 2 := by
      exact_mod_cast energy_sq m p
    have hs2 : (s p : ℂ) ^ 2 = 1 := by
      rcases hs p with h1 | h1 <;> simp [h1]
    show (m * f p + p * g p) ^ 2 = ((p : ℂ) ^ 2 + (m : ℂ) ^ 2) * f p ^ 2
    rw [h p, mul_pow, mul_pow, hs2, hE, one_mul]
  have hf0 : f = 0 :=
    branch_point_obstruction hm (F := fun z => m * f z + z * g z) (by fun_prop) hf
      (fun z => congrFun hsq z)
  refine ⟨hf0, entire_eq_of_real hg (differentiable_const 0) fun p hp => ?_⟩
  have h1 := h p
  simp only [hf0, Pi.zero_apply, mul_zero, zero_add] at h1
  exact (mul_eq_zero.1 h1).resolve_left (ofReal_ne_zero.2 hp)
```

The opening claim is the case `s p = 1` with \(m>0\). The function `s` needs no continuity, since only its square enters. The step `hsq` squares the relation on the real axis and extends it to the plane, `branch_point_obstruction` gives `hf0`, and the last lines divide \(p\,g(p)=0\) by \(p\neq0\).

## Compact support and Fourier inversion

```lean
/-- The momentum amplitude of a continuous, compactly supported wave function is entire. -/
theorem momentumAmplitude_entire {u : ℝ → ℂ} (hu : Continuous u) (hc : HasCompactSupport u) :
    Differentiable ℂ (momentumAmplitude u) := by
  intro z
  have hb : Integrable (fun x : ℝ => |x| * Real.exp ((‖z‖ + 1) * |x|) * ‖u x‖) :=
    Continuous.integrable_of_hasCompactSupport (by fun_prop) hc.norm.mul_left
  have hi : Integrable (fun x : ℝ => Complex.exp (-(I * z * x)) * u x) :=
    Continuous.integrable_of_hasCompactSupport (by fun_prop) hc.mul_left
  -- differentiate under the integral sign
  refine (hasDerivAt_integral_of_dominated_loc_of_deriv_le
    (F := fun (w : ℂ) (x : ℝ) => Complex.exp (-(I * w * x)) * u x)
    (F' := fun (w : ℂ) (x : ℝ) => -(I * x) * Complex.exp (-(I * w * x)) * u x)
    (Metric.ball_mem_nhds z one_pos)
    (Eventually.of_forall fun w => Continuous.aestronglyMeasurable (by fun_prop)) hi
    (Continuous.aestronglyMeasurable (by fun_prop))
    (Eventually.of_forall fun x w hw => ?_) hb
    (Eventually.of_forall fun x w _ => ?_)).2.differentiableAt
  · have hw1 : ‖w‖ ≤ ‖z‖ + 1 := by
      have h1 : ‖w - z‖ < 1 := by simpa [dist_eq_norm] using hw
      have h2 := norm_sub_norm_le w z
      linarith
    have hn : ‖-(I * w * (x : ℂ))‖ = ‖w‖ * |x| := by simp
    have hx : ‖-(I * (x : ℂ))‖ = |x| := by simp
    have he : ‖Complex.exp (-(I * w * x))‖ ≤ Real.exp ((‖z‖ + 1) * |x|) := by
      refine (Complex.norm_exp_le_exp_norm _).trans (Real.exp_le_exp.2 ?_)
      rw [hn]
      gcongr
    rw [norm_mul, norm_mul, hx]
    gcongr
  · have h1 : HasDerivAt (fun w : ℂ => -(I * w * x)) (-(I * x)) w :=
      (((hasDerivAt_id' w).const_mul I).mul_const (x : ℂ)).fun_neg.congr_deriv (by ring)
    exact (h1.cexp.mul_const (u x)).congr_deriv (by ring)
```

The function in `hb` is the integrable bound derived above. The first bullet proves the estimate on the unit ball around `z`, and the second computes the derivative of the integrand.

```lean
/-- A continuous, compactly supported wave function whose amplitude vanishes at every
real momentum is zero. -/
theorem eq_zero_of_momentumAmplitude {u : ℝ → ℂ} (hu : Continuous u)
    (hc : HasCompactSupport u) (h : ∀ p : ℝ, momentumAmplitude u p = 0) : u = 0 := by
  have hF : 𝓕 u = 0 := by
    funext w
    rw [Real.fourier_real_eq_integral_exp_smul]
    refine Eq.trans ?_ (h (2 * Real.pi * w))
    refine integral_congr_ae (Eventually.of_forall fun x => ?_)
    simp only [smul_eq_mul]
    congr 2
    push_cast
    ring
  have hinv := hu.fourierInv_fourier_eq (hu.integrable_of_hasCompactSupport hc)
    (by rw [hF]; exact integrable_zero _ _ _)
  rw [← hinv, hF]
  funext x
  rw [Real.fourierInv_eq']
  simp
```

Mathlib's transform `𝓕` has the kernel \(e^{-2\pi iwx}\), so its value at \(w\) is the amplitude at \(p=2\pi w\). Once `𝓕 u` is known to be zero it is integrable, and the inversion theorem for continuous functions applies.

## The localization theorems

```lean
/-- For nonzero mass, a continuous, compactly supported spinor `(u, v)` whose amplitude has
a single sign of the energy at each momentum vanishes identically. -/
theorem no_localized_definite_energy_sign {m : ℝ} (hm : m ≠ 0) {u v : ℝ → ℂ}
    (hu : Continuous u) (hv : Continuous v)
    (hcu : HasCompactSupport u) (hcv : HasCompactSupport v)
    (s : ℝ → ℝ) (hs : ∀ p, s p = 1 ∨ s p = -1)
    (h : ∀ p : ℝ, diracH m p *ᵥ ![momentumAmplitude u p, momentumAmplitude v p] =
      ((s p : ℂ) * energy m p) • ![momentumAmplitude u p, momentumAmplitude v p]) :
    u = 0 ∧ v = 0 := by
  obtain ⟨h1, h2⟩ := entire_amplitudes_vanish hm (momentumAmplitude_entire hu hcu)
    (momentumAmplitude_entire hv hcv) s hs fun p => by
      have h0 := congrFun (h p) 0
      simpa [diracH, Matrix.mulVec, dotProduct, Fin.sum_univ_two] using h0
  exact ⟨eq_zero_of_momentumAmplitude hu hcu fun p => congrFun h1 p,
    eq_zero_of_momentumAmplitude hv hcv fun p => congrFun h2 p⟩
```

The hypothesis `h` is the full eigenvalue equation at each real momentum, with eigenvalue \(s(p)E(p)\). The proof takes its first row, applies `entire_amplitudes_vanish`, and returns to position space one component at a time.

```lean
/-- For positive mass, a continuous, compactly supported spinor of purely positive energy
vanishes identically. -/
theorem no_localized_positive_energy {m : ℝ} (hm : 0 < m) {u v : ℝ → ℂ}
    (hu : Continuous u) (hv : Continuous v)
    (hcu : HasCompactSupport u) (hcv : HasCompactSupport v)
    (h : ∀ p : ℝ, diracH m p *ᵥ ![momentumAmplitude u p, momentumAmplitude v p] =
      (energy m p : ℂ) • ![momentumAmplitude u p, momentumAmplitude v p]) :
    u = 0 ∧ v = 0 :=
  no_localized_definite_energy_sign hm.ne' hu hv hcu hcv (fun _ => 1) (fun _ => Or.inl rfl)
    fun p => by rw [h p, ofReal_one, one_mul]
```

This is the physical statement for positive energy, with the sign fixed at \(+1\). It concerns continuous spinors of a free particle at one instant. Potentials, higher dimensions and discontinuous square-integrable spinors lie beyond it. The Hamiltonian enters as a matrix at each momentum, not as an operator on a Hilbert space. Positive-energy packets with tails remain possible, and the theorem sets no bound on how fast those tails decay.

## A massless counter-example

```lean
/-- For zero mass, the spinor `(u, u)` with any profile `u` has a single sign of the energy at
each momentum: negative for `p < 0`, and nonnegative otherwise. -/
theorem massless_definite_energy_sign (u : ℝ → ℂ) (p : ℝ) :
    diracH 0 p *ᵥ ![momentumAmplitude u p, momentumAmplitude u p] =
      (((if p < 0 then -1 else 1 : ℝ) : ℂ) * energy 0 p) •
        ![momentumAmplitude u p, momentumAmplitude u p] := by
  have hE : (if p < 0 then -1 else 1 : ℝ) * energy 0 p = p := by
    have h0 : energy 0 p = |p| := by simp [energy, Real.sqrt_sq_eq_abs]
    rw [h0]
    split_ifs with hp
    · rw [abs_of_neg hp]; ring
    · rw [abs_of_nonneg (not_lt.1 hp), one_mul]
  rw [← ofReal_mul, hE]
  ext i
  fin_cases i <;> simp [diracH, Matrix.mulVec, dotProduct, Fin.sum_univ_two]

end

end DiracLocalization
```

For \(m=0\) the vector \((1,1)\) is an eigenvector of \(H(p)\) with eigenvalue \(p=\operatorname{sgn}(p)\,|p|\). The step `hE` verifies this factorization, with the sign at \(p=0\) chosen as \(+1\). Take \(u(x)=\max(0,1-|x|)\): the spinor \((u,u)\) is continuous, compactly supported and nonzero, and has one energy sign at each momentum. Thus `no_localized_definite_energy_sign` would be false without `m ≠ 0`.

The example does not refute the version with a fixed positive sign. There \(p\,g=|p|\,f\) gives \(g=f\) for \(p>0\) and \(g=-f\) for \(p<0\); for entire functions the first relation extends to all \(p\), and the two together force \(f=g=0\).

```lean
#print axioms DiracLocalization.positive_energy_spinor
#print axioms DiracLocalization.no_localized_positive_energy
#print axioms DiracLocalization.massless_definite_energy_sign
```

```
'DiracLocalization.positive_energy_spinor' depends on axioms: [propext, Classical.choice, Quot.sound]
'DiracLocalization.no_localized_positive_energy' depends on axioms: [propext, Classical.choice, Quot.sound]
'DiracLocalization.massless_definite_energy_sign' depends on axioms: [propext, Classical.choice, Quot.sound]
```
